# A two-level unitary coupled-cluster series in which no nested commutator vanishes

Take two levels with energies $1$ and $-1$, numbered $0$ and $1$, and a generator that mixes them:

$$H=\begin{pmatrix}1&0\\0&-1\end{pmatrix},\qquad G=\begin{pmatrix}0&-1\\1&0\end{pmatrix}.$$

Write $[A,B]=AB-BA$, and let $F=\begin{pmatrix}0&1\\1&0\end{pmatrix}$ be the matrix that exchanges the levels. Multiplying out gives

$$[H,G]=\begin{pmatrix}0&-1\\-1&0\end{pmatrix}-\begin{pmatrix}0&1\\1&0\end{pmatrix}=-2F,\qquad [F,G]=\begin{pmatrix}1&0\\0&-1\end{pmatrix}-\begin{pmatrix}-1&0\\0&1\end{pmatrix}=2H.$$

Hence $[[H,G],G]=-4H$. Two commutators return the Hamiltonian with a factor $-4$, and the sequence never reaches zero.

In coupled-cluster theory the Hamiltonian is transformed by the exponential of a generator and expanded in nested commutators:

$$e^{-\theta G}He^{\theta G}=H+\theta[H,G]+\frac{\theta^2}{2!}[[H,G],G]+\cdots,$$

where $\theta$ is the amplitude. If the generator is a pure excitation operator $T$, the expansion of an electronic Hamiltonian stops after finitely many terms. Unitary coupled cluster uses $G=T-T^\dagger$, which is anti-Hermitian, $G^\dagger=-G$. For finite matrices, such an expansion stops only if $H$ commutes with $G$, in which case every term after the first is zero.

## Why an anti-Hermitian generator allows no late termination

Let $G$ be an anti-Hermitian complex matrix of finite size, $X$ any matrix of the same size, and $C=[X,G]$. Suppose that the next commutator vanishes, $[C,G]=0$. Anti-Hermiticity gives

$$C^\dagger=G^\dagger X^\dagger-X^\dagger G^\dagger=X^\dagger G-GX^\dagger .$$

Cyclicity of the trace, followed by $GC=CG$, then gives

$$\operatorname{tr}(C^\dagger C)=\operatorname{tr}(X^\dagger GC)-\operatorname{tr}(GX^\dagger C)=\operatorname{tr}(X^\dagger GC)-\operatorname{tr}(X^\dagger CG)=0 .$$

The left side is $\sum_{i,j}|C_{ij}|^2$, a sum of non-negative terms, so every entry of $C$ is zero. A vanishing double commutator therefore forces the single commutator to vanish.

Now set $K_0=H$ and $K_{m+1}=[K_m,G]$. If $K_{k+2}=0$, the result applied to $X=K_k$ gives $K_{k+1}=0$. Repeating this descends to $K_1=[H,G]=0$. Conversely, if $[H,G]=0$, all later commutators are commutators of zero. So for every $k\ge 0$, $K_{k+1}=0$ if and only if $HG=GH$.

The condition on $G$ does real work. Keep $H=\operatorname{diag}(1,-1)$ and replace $G$ by the bare excitation $T=\begin{pmatrix}0&0\\1&0\end{pmatrix}$. Then $[H,T]=-2T\neq0$, while $[[H,T],T]=0$. The equivalence thus fails for arbitrary square generators. It does survive for Hermitian ones, which are $i$ times anti-Hermitian ones.

## The two-level series summed to a rotation

From $[H,G]=-2F$ and $[F,G]=2H$, induction gives all orders:

$$K_{2k}=(-4)^kH,\qquad K_{2k+1}=-2(-4)^kF .$$

With the weights $\theta^m/m!$, the even and odd terms become

$$\frac{\theta^{2k}}{(2k)!}(-4)^kH=\frac{(-1)^k(2\theta)^{2k}}{(2k)!}H,\qquad
-\frac{2\,\theta^{2k+1}}{(2k+1)!}(-4)^kF=-\frac{(-1)^k(2\theta)^{2k+1}}{(2k+1)!}F .$$

These are the cosine and sine series, so the sum is $\cos(2\theta)H-\sin(2\theta)F$. With

$$R(\theta)=\begin{pmatrix}\cos\theta&-\sin\theta\\\sin\theta&\cos\theta\end{pmatrix},$$

direct multiplication and the double-angle formulas give

$$R(-\theta)HR(\theta)=\begin{pmatrix}\cos^2\theta-\sin^2\theta&-2\sin\theta\cos\theta\\-2\sin\theta\cos\theta&\sin^2\theta-\cos^2\theta\end{pmatrix}=\cos(2\theta)H-\sin(2\theta)F .$$

Since $G^2=-1$, the exponential series gives $e^{\theta G}=\cos\theta\,1+\sin\theta\,G=R(\theta)$; this identification is made here in prose, and the Lean theorem works with the entries of $R(\theta)$ directly.

## The energy as a function of one amplitude

Take level $0$ as the reference state. For real $\theta$, the unitary coupled-cluster energy of this one-parameter, two-level model is the $(0,0)$ entry of the transformed Hamiltonian, $E(\theta)=\cos2\theta$. Its minimum $-1$, the lower eigenvalue of $H$, is reached at $\theta=\pi/2$.

A calculation that keeps the commutators up to second order uses $1-2\theta^2$ instead. At $\theta=0.5$ this gives $0.5$, against $\cos 1\approx0.540$. At $\theta=\pi/2$ it gives about $-3.93$, well below the lowest eigenvalue. No normalised state has such an expectation value of $H$, so the truncated energy does not obey the variational bound.

## Commutators and two-level matrices in Lean

The type `n` labels the basis states. It is finite but otherwise arbitrary, and matrices have complex entries.

```lean
import Mathlib

open Matrix

namespace UnitaryCoupledCluster

noncomputable section

variable {n : Type*} [Fintype n]
```

The function `nested H G k` is $K_k$. Order zero is $H$ itself, and each further order takes the commutator with $G$ on the right. This fixes the sign convention that belongs to $e^{-\theta G}He^{\theta G}$.

```lean
/-- The `k`-fold nested commutator `[[H, G], ..., G]`, with `H` itself at order zero. -/
def nested (H G : Matrix n n ℂ) : ℕ → Matrix n n ℂ
  | 0 => H
  | k + 1 => nested H G k * G - G * nested H G k
```

The next definitions are the explicit matrices. Lean's `Fin 2` numbers the levels $0$ and $1$, as above. In Pauli notation, `twoLevelH` is $\sigma_z$.

```lean
/-- The two-level Hamiltonian `diag(1, -1)`. -/
def twoLevelH : Matrix (Fin 2) (Fin 2) ℂ := !![1, 0; 0, -1]
```

The generator is $T-T^\dagger$, where $T$ carries level $0$ to level $1$; in Pauli notation it is $-i\sigma_y$. "Excitation" here means leaving the reference state, which in this example has the higher energy.

```lean
/-- The generator `[[0, -1], [1, 0]]`: an excitation minus its adjoint. -/
def rotGen : Matrix (Fin 2) (Fin 2) ℂ := !![0, -1; 1, 0]
```

The matrix `levelFlip` is $F$, usually written $\sigma_x$. The letter $X$ is kept for the arbitrary matrix in the general lemma.

```lean
/-- The matrix that exchanges the two levels. -/
def levelFlip : Matrix (Fin 2) (Fin 2) ℂ := !![0, 1; 1, 0]
```

The angle in `rotation` may be complex. The matrix is unitary when $\theta$ is real, which is the case of physical interest.

```lean
/-- The rotation of the two levels by the angle `θ`. -/
def rotation (θ : ℂ) : Matrix (Fin 2) (Fin 2) ℂ :=
  !![Complex.cos θ, -Complex.sin θ; Complex.sin θ, Complex.cos θ]
```

## From a double commutator back to a single one

The first theorem says that if `Gᴴ = -G` and $[[X,G],G]=0$, then $[X,G]=0$. The symbol `ᴴ` is the conjugate transpose, so the hypothesis `hG` is anti-Hermiticity. Nothing is assumed about `X`.

```lean
/-- For an anti-Hermitian generator `G`, if the double commutator `[[X, G], G]` vanishes,
then the single commutator `[X, G]` already vanishes. -/
theorem commutator_eq_zero_of_double {X G : Matrix n n ℂ} (hG : Gᴴ = -G)
    (h : (X * G - G * X) * G - G * (X * G - G * X) = 0) : X * G - G * X = 0 := by
  have hadj : (X * G - G * X)ᴴ = Xᴴ * G - G * Xᴴ := by
    rw [conjTranspose_sub, conjTranspose_mul, conjTranspose_mul, hG]
    noncomm_ring
  obtain ⟨C, hC⟩ : ∃ C, C = X * G - G * X := ⟨_, rfl⟩
  rw [← hC] at h hadj ⊢
  have hcomm : G * C = C * G := (sub_eq_zero.mp h).symm
  -- cyclicity of the trace makes the Hilbert-Schmidt norm of the commutator vanish
  have htr : (Cᴴ * C).trace = 0 := by
    rw [hadj, Matrix.sub_mul, trace_sub, Matrix.mul_assoc Xᴴ G C,
      Matrix.mul_assoc G Xᴴ C, hcomm, trace_mul_comm G (Xᴴ * C),
      Matrix.mul_assoc Xᴴ C G, sub_self]
  -- this norm is the sum of the squared moduli of all entries
  have hsum : ((∑ j, ∑ i, Complex.normSq (C i j) : ℝ) : ℂ) = (Cᴴ * C).trace := by
    simp only [Matrix.trace, Matrix.diag_apply, Matrix.mul_apply,
      Matrix.conjTranspose_apply, Complex.ofReal_sum,
      Complex.normSq_eq_conj_mul_self, Complex.star_def]
  rw [htr] at hsum
  have h0 := Complex.ofReal_eq_zero.mp hsum
  ext i j
  have h1 := (Finset.sum_eq_zero_iff_of_nonneg (fun j _ =>
    Finset.sum_nonneg fun i _ => Complex.normSq_nonneg (C i j))).mp h0 j (Finset.mem_univ j)
  have h2 := (Finset.sum_eq_zero_iff_of_nonneg (fun i _ =>
    Complex.normSq_nonneg (C i j))).mp h1 i (Finset.mem_univ i)
  exact Complex.normSq_eq_zero.mp h2
```

Here `hadj` is the formula for $C^\dagger$, and `hcomm` is the assumption rewritten as $GC=CG$. The rewriting in `htr` carries out the trace calculation, with `trace_mul_comm` supplying cyclicity. The equation `hsum` identifies the trace with the sum of squared moduli. That sum is real, while the trace is a complex number, so the statement includes a conversion from real to complex. The last lines use non-negativity twice, first for the sum over columns and then for the entries within a column, to conclude that each entry vanishes.

## The equivalence at every positive order

The general theorem states that, for anti-Hermitian `G` and every natural number `k`, the commutator of order `k + 1` is zero exactly when $HG=GH$. Order zero is excluded because it is $H$ itself. The matrix `H` need not be Hermitian.

```lean
/-- For an anti-Hermitian generator `G`, a nested commutator of given positive order
vanishes if and only if `H` commutes with `G`. -/
theorem nested_eq_zero_iff {H G : Matrix n n ℂ} (hG : Gᴴ = -G) (k : ℕ) :
    nested H G (k + 1) = 0 ↔ H * G = G * H := by
  constructor
  · intro h
    induction k with
    | zero => exact sub_eq_zero.mp h
    | succ k ih => exact ih (commutator_eq_zero_of_double hG h)
  · intro h
    induction k with
    | zero => exact sub_eq_zero.mpr h
    | succ k ih =>
      change nested H G (k + 1) * G - G * nested H G (k + 1) = 0
      rw [ih, Matrix.zero_mul, Matrix.mul_zero, sub_self]
```

In the forward direction, the induction step lowers the order by one with the preceding theorem, as in the descent from $K_{k+2}$ to $K_{k+1}$. The reverse direction takes the commutator of zero with `G`.

The theorem applies to an interacting electronic Hamiltonian once $H$ and $G$ are given as matrices on a finite space. The step left to the user is that matrix products must represent operator products, as they do on the full determinant space of a finite orbital basis; in a truncated space this can fail. For unbounded operators the equivalence itself can fail: $G=d/dx$ is formally anti-Hermitian, and $[x,d/dx]=-1$ is non-zero but commutes with $G$.

## No vanishing order for the two-level pair

The general theorem needs two facts about the example: the generator is anti-Hermitian, and it does not commute with the Hamiltonian. The first is checked entry by entry. For the second, the $(0,1)$ entries of the two products differ, being $-1$ and $1$.

```lean
/-- The two-level generator is anti-Hermitian and does not commute with `diag(1, -1)`. -/
theorem antiHermitian_witness :
    rotGenᴴ = -rotGen ∧ twoLevelH * rotGen ≠ rotGen * twoLevelH := by
  constructor
  · ext i j
    fin_cases i <;> fin_cases j <;> simp [rotGen, Matrix.conjTranspose_apply]
  · intro h
    have h01 := congrFun (congrFun h 0) 1
    norm_num [twoLevelH, rotGen, Matrix.mul_apply, Fin.sum_univ_succ] at h01
```

The non-vanishing statement then covers every order `m`, including zero. At order zero the $(0,0)$ entry of $H$ is $1$. At positive order, a vanishing commutator would make $H$ and $G$ commute.

```lean
/-- For the two-level Hamiltonian and generator, no nested commutator of any order vanishes. -/
theorem twoLevel_nested_ne_zero (m : ℕ) : nested twoLevelH rotGen m ≠ 0 := by
  cases m with
  | zero =>
    intro h
    have h00 := congrFun (congrFun h 0) 0
    simp [nested, twoLevelH] at h00
  | succ k =>
    intro h
    exact antiHermitian_witness.2 ((nested_eq_zero_iff antiHermitian_witness.1 k).mp h)
```

## Closed forms at even and odd orders

The two relations of the opening calculation are stated together and verified on all four entries. The symbol `•` multiplies a matrix by a number.

```lean
/-- Commutation with the generator turns the two-level Hamiltonian into `-2` times the level
flip, and the level flip into `2` times the Hamiltonian. -/
theorem twoLevel_commutators :
    twoLevelH * rotGen - rotGen * twoLevelH = (-2 : ℂ) • levelFlip ∧
      levelFlip * rotGen - rotGen * levelFlip = (2 : ℂ) • twoLevelH := by
  constructor <;> ext i j <;> fin_cases i <;> fin_cases j <;>
    norm_num [twoLevelH, rotGen, levelFlip, Matrix.mul_apply, Fin.sum_univ_succ]
```

The even orders follow by induction on `k`. The `change` step displays order $2(k+1)$ as two further commutators of order $2k$. The induction hypothesis replaces the inner matrix by $(-4)^kH$, the scalars are pulled out, and the two relations contribute $(-2)\cdot2=-4$.

```lean
/-- The `2k`-fold nested commutator of the two-level Hamiltonian with the generator is
`(-4)^k` times the Hamiltonian. -/
theorem twoLevel_nested_even (k : ℕ) :
    nested twoLevelH rotGen (2 * k) = (-4 : ℂ) ^ k • twoLevelH := by
  induction k with
  | zero => simp [nested]
  | succ k ih =>
    -- two further commutators contribute the factor (-2) * 2
    change (nested twoLevelH rotGen (2 * k) * rotGen - rotGen * nested twoLevelH rotGen (2 * k))
      * rotGen - rotGen * (nested twoLevelH rotGen (2 * k) * rotGen
        - rotGen * nested twoLevelH rotGen (2 * k)) = _
    rw [ih, Matrix.smul_mul, Matrix.mul_smul, ← smul_sub, twoLevel_commutators.1, smul_smul,
      Matrix.smul_mul, Matrix.mul_smul, ← smul_sub, twoLevel_commutators.2, smul_smul]
    congr 1
    ring
```

An odd order is one commutator beyond an even one, so a single use of $[H,G]=-2F$ is enough.

```lean
/-- The `(2k+1)`-fold nested commutator of the two-level Hamiltonian with the generator is
`-2 (-4)^k` times the level flip. -/
theorem twoLevel_nested_odd (k : ℕ) :
    nested twoLevelH rotGen (2 * k + 1) = (-2 * (-4 : ℂ) ^ k) • levelFlip := by
  change nested twoLevelH rotGen (2 * k) * rotGen
    - rotGen * nested twoLevelH rotGen (2 * k) = _
  rw [twoLevel_nested_even, Matrix.smul_mul, Matrix.mul_smul, ← smul_sub,
    twoLevel_commutators.1, smul_smul]
  congr 1
  ring
```

## Convergence of the infinite series

`HasSum` says that the series converges to the stated matrix, whatever the order in which its terms are added. The theorem holds for every complex $\theta$, so the absence of a last term does not prevent convergence in this two-level model.

```lean
/-- The infinite commutator series of the two-level Hamiltonian, with weights `θ^m / m!`, converges
to `rotation (-θ) * twoLevelH * rotation θ` for every complex `θ`. -/
theorem twoLevel_hasSum (θ : ℂ) :
    HasSum (fun m : ℕ => (θ ^ m / (m.factorial : ℂ)) • nested twoLevelH rotGen m)
      (rotation (-θ) * twoLevelH * rotation θ) := by
  -- the rotated Hamiltonian in terms of the double angle
  have hrot : rotation (-θ) * twoLevelH * rotation θ =
      Complex.cos (2 * θ) • twoLevelH + Complex.sin (2 * θ) • (-levelFlip) := by
    rw [Complex.cos_two_mul', Complex.sin_two_mul]
    ext i j
    fin_cases i <;> fin_cases j <;>
      simp [rotation, twoLevelH, levelFlip, Matrix.mul_apply, Fin.sum_univ_succ] <;> ring
  have h4 (k : ℕ) : (-4 : ℂ) ^ k = (-1) ^ k * 2 ^ (2 * k) := by
    rw [pow_mul, ← mul_pow]
    norm_num
  have hc := (Complex.hasSum_cos (2 * θ)).smul_const twoLevelH
  have hs := (Complex.hasSum_sin (2 * θ)).smul_const (-levelFlip)
  rw [hrot]
  -- even orders form the cosine series, odd orders the sine series
  apply HasSum.even_add_odd
  · convert hc using 1
    funext k
    rw [twoLevel_nested_even, smul_smul]
    congr 1
    rw [h4, mul_pow]
    ring
  · convert hs using 1
    funext k
    rw [twoLevel_nested_odd, smul_smul, smul_neg, ← neg_smul]
    congr 1
    rw [h4, mul_pow]
    ring

end

end UnitaryCoupledCluster
```

The equation `hrot` is the double-angle form of the rotated Hamiltonian. The series `hc` and `hs` are Mathlib's cosine and sine series at $2\theta$, multiplied by $H$ and $-F$. The lemma `HasSum.even_add_odd` splits the commutator series into its even and odd orders. The closed forms, together with $(-4)^k=(-1)^k2^{2k}$ from `h4`, then match each half term by term with its trigonometric series.

```lean
#print axioms UnitaryCoupledCluster.twoLevel_nested_ne_zero
-- 'UnitaryCoupledCluster.twoLevel_nested_ne_zero' depends on axioms: [propext, Classical.choice, Quot.sound]
#print axioms UnitaryCoupledCluster.twoLevel_hasSum
-- 'UnitaryCoupledCluster.twoLevel_hasSum' depends on axioms: [propext, Classical.choice, Quot.sound]
```
